# The W state as a limit of rescaled uniform periodic MPS of bond dimension 2

On a ring of $N$ two-level sites, the periodic matrix product state (MPS) with site matrices $A^0=\mathrm{diag}(1,w)$ and $A^1=\mathrm{diag}(t,-wt)$, where $w$ is a fixed complex number, tends after division by $2t$ to the unnormalised W state as real nonzero $t\to0$ if and only if $w^N=-1$. Such a $w$ exists for every $N\ge1$, so W lies in the closure of the scalar multiples of uniform periodic MPS of bond dimension 2.

```lean
import Mathlib

open Matrix Filter Topology

namespace WStateBorderMPS

noncomputable section

/-- Amplitude of a uniform periodic MPS on a bit string: the trace of the ordered product
of the site matrices. -/
def mpsAmp {D N : ℕ} (A : Bool → Matrix (Fin D) (Fin D) ℂ) (s : Fin N → Bool) : ℂ :=
  trace (List.ofFn fun i => A (s i)).prod

/-- Number of ones in a bit string. -/
def weight {N : ℕ} (s : Fin N → Bool) : ℕ :=
  (Finset.univ.filter fun i => s i = true).card

/-- The unnormalised W state: amplitude 1 on strings with exactly one 1, and 0 otherwise. -/
def wState (N : ℕ) (s : Fin N → Bool) : ℂ :=
  if weight s = 1 then 1 else 0

/-- The bond-dimension-2 tensor `A⁰ = diag(1, w)`, `A¹ = diag(t, -w t)`. -/
def wTensor (w t : ℂ) : Bool → Matrix (Fin 2) (Fin 2) ℂ
  | false => diagonal ![1, w]
  | true => diagonal ![t, -(w * t)]

/-- The periodic amplitude of `wTensor w t` on `N` sites, divided by `2 t`. -/
def rescaled (N : ℕ) (w t : ℂ) (s : Fin N → Bool) : ℂ :=
  mpsAmp (wTensor w t) s / (2 * t)

/-- An ordered product of diagonal matrices is diagonal, with the products of the entries. -/
theorem prod_diagonal {D N : ℕ} : ∀ d : Fin N → Fin D → ℂ,
    (List.ofFn fun i => diagonal (d i)).prod = diagonal fun a => ∏ i, d i a := by
  induction N with
  | zero => intro d; simp
  | succ n ih =>
    intro d
    simp only [List.ofFn_succ, List.prod_cons, ih, diagonal_mul_diagonal, Fin.prod_univ_succ]

/-- A factor `x` for each 1 and a factor 1 for each 0 multiply to `x` to the number of ones. -/
theorem prod_bits {N : ℕ} (s : Fin N → Bool) (x : ℂ) :
    ∏ i, (if s i = true then x else 1) = x ^ weight s := by
  rw [Finset.prod_ite]
  simp [weight]

/-- On a string of length `N` with `k` ones the amplitude is `t^k (1 + (-1)^k w^N)`. -/
theorem mpsAmp_wTensor {N : ℕ} (w t : ℂ) (s : Fin N → Bool) :
    mpsAmp (wTensor w t) s = t ^ weight s * (1 + (-1) ^ weight s * w ^ N) := by
  -- the second diagonal entry carries one factor `w` per site
  have hA : ∀ b : Bool, wTensor w t b =
      diagonal ![if b = true then t else 1, w * (if b = true then -t else 1)] := by
    intro b
    cases b <;> simp [wTensor]
  simp only [mpsAmp, hA]
  rw [prod_diagonal, trace_diagonal, Fin.sum_univ_two]
  simp only [Matrix.cons_val_zero, Matrix.cons_val_one, Finset.prod_mul_distrib, prod_bits,
    Finset.prod_const, Finset.card_univ, Fintype.card_fin]
  rw [neg_pow t]
  ring

/-- If `w^N = -1`, the amplitude is `2 t^k` when the number `k` of ones is odd and 0 when
it is even. -/
theorem mpsAmp_parity {N : ℕ} {w : ℂ} (hw : w ^ N = -1) (t : ℂ) (s : Fin N → Bool) :
    mpsAmp (wTensor w t) s = if Odd (weight s) then 2 * t ^ weight s else 0 := by
  rw [mpsAmp_wTensor, hw]
  split_ifs with h
  · rw [h.neg_one_pow]
    ring
  · rw [(Nat.not_odd_iff_even.1 h).neg_one_pow]
    ring

/-- If `w^N = -1` and `0 < |t| ≤ 1`, each rescaled amplitude is within `|t|²` of the W
amplitude. -/
theorem rescaled_error {N : ℕ} {w t : ℂ} (hw : w ^ N = -1) (ht : t ≠ 0) (ht1 : ‖t‖ ≤ 1)
    (s : Fin N → Bool) : ‖rescaled N w t s - wState N s‖ ≤ ‖t‖ ^ 2 := by
  unfold rescaled wState
  rw [mpsAmp_parity hw]
  rcases Nat.even_or_odd' (weight s) with ⟨m, hm | hm⟩
  · -- even weight: both amplitudes vanish
    have h1 : ¬ Odd (2 * m) := by
      rintro ⟨k, hk⟩
      omega
    have h2 : ¬ 2 * m = 1 := by omega
    rw [hm, if_neg h1, if_neg h2, zero_div, sub_zero, norm_zero]
    positivity
  · -- odd weight `2m+1`: the rescaled amplitude is `t^(2m)`
    have e : 2 * t ^ (2 * m + 1) / (2 * t) = t ^ (2 * m) := by
      rw [div_eq_iff (mul_ne_zero two_ne_zero ht)]
      ring
    rw [hm, if_pos (show Odd (2 * m + 1) from ⟨m, rfl⟩), e]
    by_cases h0 : m = 0
    · have h3 : 2 * m + 1 = 1 := by omega
      have h4 : 2 * m = 0 := by omega
      rw [if_pos h3, h4, pow_zero, sub_self, norm_zero]
      positivity
    · have h3 : ¬ 2 * m + 1 = 1 := by omega
      rw [if_neg h3, sub_zero, norm_pow]
      exact pow_le_pow_of_le_one (norm_nonneg t) ht1 (by omega)

/-- If `w^N = -1`, then as complex nonzero `t` tends to 0 the rescaled amplitude tends to 1
on strings with exactly one 1 and to 0 on all others. -/
theorem rescaled_tendsto_complex {N : ℕ} {w : ℂ} (hw : w ^ N = -1) (s : Fin N → Bool) :
    Tendsto (fun t : ℂ => rescaled N w t s) (𝓝[≠] 0) (𝓝 (wState N s)) := by
  have hc : Continuous fun t : ℂ => ‖t‖ ^ 2 := by fun_prop
  have h2 : Tendsto (fun t : ℂ => ‖t‖ ^ 2) (𝓝[≠] 0) (𝓝 0) :=
    (hc.tendsto' 0 0 (by simp)).mono_left nhdsWithin_le_nhds
  have hb : Metric.closedBall (0 : ℂ) 1 ∈ 𝓝[≠] (0 : ℂ) :=
    mem_nhdsWithin_of_mem_nhds (Metric.closedBall_mem_nhds 0 one_pos)
  rw [tendsto_iff_norm_sub_tendsto_zero]
  refine squeeze_zero' (Eventually.of_forall fun t => norm_nonneg _) ?_ h2
  filter_upwards [self_mem_nhdsWithin, hb] with t ht ht1
  exact rescaled_error hw ht (by simpa using ht1) s

/-- If the rescaled state converges to any vector as real nonzero `t` tends to 0, then
`w^N = -1`. -/
theorem pow_eq_neg_one_of_tendsto {N : ℕ} {w : ℂ} {ψ : (Fin N → Bool) → ℂ}
    (h : Tendsto (fun t : ℝ => rescaled N w t) (𝓝[≠] 0) (𝓝 ψ)) : w ^ N = -1 := by
  have h0 := tendsto_pi_nhds.1 h (fun _ => false)
  have hz : weight (fun _ : Fin N => false) = 0 := by simp [weight]
  have hc : Continuous fun t : ℝ => 2 * (t : ℂ) := by fun_prop
  have h2 : Tendsto (fun t : ℝ => 2 * (t : ℂ)) (𝓝[≠] 0) (𝓝 0) :=
    (hc.tendsto' 0 0 (by simp)).mono_left nhdsWithin_le_nhds
  have h3 := h0.mul h2
  rw [mul_zero] at h3
  -- the all-zero amplitude is the constant `1 + w^N`
  have h4 : Tendsto (fun _ : ℝ => 1 + w ^ N) (𝓝[≠] 0) (𝓝 0) := by
    refine h3.congr' ?_
    filter_upwards [self_mem_nhdsWithin] with t ht
    have ht' : (t : ℂ) ≠ 0 := Complex.ofReal_ne_zero.mpr ht
    simp only [rescaled]
    rw [div_mul_cancel₀ _ (mul_ne_zero two_ne_zero ht'), mpsAmp_wTensor, hz]
    ring
  have h5 : 1 + w ^ N = 0 := tendsto_nhds_unique tendsto_const_nhds h4
  linear_combination h5

/-- As real nonzero `t` tends to 0, the rescaled periodic MPS tends to the W state exactly
when `w^N = -1`. -/
theorem rescaled_tendsto_wState_iff (N : ℕ) (w : ℂ) :
    Tendsto (fun t : ℝ => rescaled N w t) (𝓝[≠] 0) (𝓝 (wState N)) ↔ w ^ N = -1 := by
  refine ⟨pow_eq_neg_one_of_tendsto, fun hw => tendsto_pi_nhds.2 fun s => ?_⟩
  have hr : Tendsto (fun t : ℝ => (t : ℂ)) (𝓝[≠] 0) (𝓝[≠] 0) :=
    tendsto_nhdsWithin_iff.2
      ⟨(Complex.continuous_ofReal.tendsto' 0 0 Complex.ofReal_zero).mono_left
          nhdsWithin_le_nhds,
        eventually_nhdsWithin_of_forall fun x hx => Complex.ofReal_ne_zero.mpr hx⟩
  exact (rescaled_tendsto_complex hw s).comp hr

/-- For `N ≥ 1` the phase `w = exp(iπ/N)` satisfies `w^N = -1`. -/
theorem phase_witness {N : ℕ} (hN : 1 ≤ N) :
    Complex.exp (Real.pi * Complex.I / N) ^ N = -1 := by
  have hN' : (N : ℂ) ≠ 0 := Nat.cast_ne_zero.mpr (by omega)
  have e : (N : ℂ) * (Real.pi * Complex.I / N) = Real.pi * Complex.I := by field_simp
  rw [← Complex.exp_nat_mul, e, Complex.exp_pi_mul_I]

/-- For `N ≥ 1` the W state lies in the closure of the scalar multiples of uniform periodic
MPS of bond dimension 2. -/
theorem wState_mem_closure {N : ℕ} (hN : 1 ≤ N) :
    wState N ∈ closure {ψ : (Fin N → Bool) → ℂ |
      ∃ (c : ℂ) (A : Bool → Matrix (Fin 2) (Fin 2) ℂ), ψ = fun s => c * mpsAmp A s} := by
  have h := (rescaled_tendsto_wState_iff N _).2 (phase_witness hN)
  refine mem_closure_of_tendsto h (Eventually.of_forall fun t => ?_)
  refine ⟨(2 * (t : ℂ))⁻¹, wTensor (Complex.exp (Real.pi * Complex.I / N)) t, ?_⟩
  funext s
  exact div_eq_inv_mul _ _

end

end WStateBorderMPS
```

```lean
#print axioms WStateBorderMPS.wState_mem_closure
```

```
'WStateBorderMPS.wState_mem_closure' depends on axioms: [propext, Classical.choice, Quot.sound]
```

## Bit strings, amplitudes and the limit

The sites are numbered $i=0,\dots,N-1$, as in `Fin N`. A basis state $|s_0 s_1\cdots s_{N-1}\rangle$ of the ring is a bit string `s : Fin N → Bool`, with `false` for $|0\rangle$ and `true` for $|1\rangle$. A state vector is a function `(Fin N → Bool) → ℂ`, the list of its $2^N$ amplitudes in this basis. The number $k$ of ones in $s$ is `weight s`.

A uniform MPS tensor of bond dimension $D$ is a pair of $D\times D$ complex matrices $A^0,A^1$, the same on every site. The definition `mpsAmp` gives the amplitude with periodic boundary conditions,
$$\psi_A(s)=\operatorname{tr}\left(A^{s_0}A^{s_1}\cdots A^{s_{N-1}}\right),$$
with the factors in site order from left to right and no boundary matrix in the trace. The pair in the opening statement is `wTensor w t`, with $D=2$ and bond index $a=0,1$; both $w$ and $t$ are complex in the definition. Its amplitude is written $\psi_t(s)$ below, and `rescaled N w t` is the vector $R_t(s)=\psi_t(s)/(2t)$. The target `wState N` is the vector $W$ with $W(s)=1$ for $k=1$ and $W(s)=0$ otherwise. It has $N$ nonzero amplitudes, so $\|W\|^2=N$, and for $N\ge1$ the normalised W state is $W/\sqrt N$, with amplitude $1/\sqrt N$ on each string with a single one.

The main theorem `rescaled_tendsto_wState_iff` holds for every natural number $N$ and every complex $w$. Its left side, `Tendsto (fun t : ℝ => rescaled N w t) (𝓝[≠] 0) (𝓝 (wState N))`, says that $R_t\to W$ as $t\to0$ through real nonzero values of either sign. The puncture in `𝓝[≠] 0` is needed, because Lean sets the quotient by $2t$ equal to zero at $t=0$, and the zero vector is not $W$ for $N\ge1$. Convergence of vectors means convergence of every amplitude, which in dimension $2^N$ is the same as convergence in the Hilbert-space norm. The right side is `w ^ N = -1`.

Each direction is proved in a stronger form. By `rescaled_tendsto_complex`, the condition $w^N=-1$ gives convergence of each amplitude when $t$ approaches 0 through complex nonzero values, and `rescaled_error` supplies the rate $|R_t(s)-W(s)|\le|t|^2$ for $0<|t|\le1$. By `pow_eq_neg_one_of_tendsto`, convergence of $R_t$ for real $t$ to any vector at all, W or not, already forces $w^N=-1$.

The theorem `phase_witness` states that $w=e^{i\pi/N}$ satisfies $w^N=-1$ for $N\ge1$. The corollary `wState_mem_closure` states that for $N\ge1$ the vector $W$ lies in the closure of the set of all vectors $c\,\psi_A$, with $c$ complex and $A$ any pair of $2\times2$ matrices, diagonal or not.

The smallest rings behave as follows. For $N=0$ the only string is empty, $W$ is the zero vector, the empty product is the unit matrix and $R_t=2/(2t)=1/t$ diverges, while $w^0=1\ne-1$. Both sides of the equivalence are false, and this is why it carries no hypothesis $N\ge1$. For $N=1$ the condition gives $w=-1$ and $R_t=|1\rangle$ for every $t\ne0$. For $N=2$ it gives $w=\pm i$ and $R_t=|10\rangle+|01\rangle$, again exactly. The first correction appears at $N=3$, where $R_t=W+t^2|111\rangle$.

The theorems concern a fixed finite $N$ and sites of dimension two. The bound $|t|^2$ applies to one amplitude at a time and is not a bound on the norm of $R_t-W$ uniform in $N$. The equivalence refers to this family of diagonal tensors with the prefactor $1/(2t)$, and it says nothing about other ways of approaching W. Membership in the closure leaves open whether W belongs to the set itself: for $N=1$ and $N=2$ the formulas above show that it does, and for larger $N$ the theorems do not decide the question or fix the smallest bond dimension of an exact representation.

## One shared excitation and a difference of two product states

If $|0\rangle$ is an empty or spin-down site and $|1\rangle$ an excited or spin-up site, $W/\sqrt N$ is a single excitation spread with equal amplitude and equal phase over the ring, the zero-momentum state of the one-excitation sector. It is invariant under translations, so a representation with the same tensor on every site and a plain trace is a natural one to ask for.

Diagonal site matrices never change the bond index, so the trace is a sum of two product states, one for each value of $a$. With the one-site vector $|\phi_t\rangle=|0\rangle+t|1\rangle$, the value $a=0$ puts $|\phi_t\rangle$ on every site and the value $a=1$ puts $|0\rangle w-|1\rangle wt=w|\phi_{-t}\rangle$ on every site. Hence
$$|\psi_t\rangle=|\phi_t\rangle^{\otimes N}+w^N|\phi_{-t}\rangle^{\otimes N},$$
which is the vector form of `mpsAmp_wTensor`. For $w^N=-1$ the rescaled state is
$$|R_t\rangle=\frac{|\phi_t\rangle^{\otimes N}-|\phi_{-t}\rangle^{\otimes N}}{2t},$$
the symmetric difference quotient of the curve of product states $t\mapsto|\phi_t\rangle^{\otimes N}$. The term of that curve linear in $t$ flips one site in all possible ways, and this is $W$. The W state is thus the tangent vector to the curve at the vacuum $|0\cdots0\rangle$.

The condition $w^N=-1$ stands for the relative minus sign between the two branches, an antiperiodic twist of the bond value $a=1$ around the ring. A matrix $\mathrm{diag}(1,-1)$ on one bond would produce the same sign but would single out that bond. A factor $w$ on every site distributes the sign evenly, as a phase $\pi/N$ per site in the case $w=e^{i\pi/N}$, and the tensor stays uniform. No single $w$ serves every $N$, since $N=1$ requires $w=-1$ and $N=2$ requires $w=\pm i$, but $w=-1$ serves all odd $N$. The sign removes the vacuum and every sector with an even number of excitations.

The next remarks on norms and rescaling follow from the amplitude formulas but are not among the Lean theorems. There are $\binom Nk$ strings of weight $k$, so for $w^N=-1$
$$\|R_t-W\|^2=\sum_{k\ \text{odd},\,k\ge3}\binom Nk|t|^{2(k-1)},$$
with leading term $\binom N3|t|^4$; after division by $\|W\|^2=N$ the squared relative error starts at $(N-1)(N-2)|t|^4/6$, and the normalised vectors $R_t/\|R_t\|$ tend to $W/\sqrt N$. For $N\ge1$ the scalar $c$ can be absorbed by multiplying both matrices by an $N$-th root of $c$, and with $c=1/(2t)$ the two diagonal entries of $A^0$ then grow like $|t|^{-1/N}$.

For simulation with translation-invariant periodic MPS on a finite ring, this one-parameter diagonal family shows that a state can be approached at bond dimension 2 along a path on which it is the small difference of two nearly equal branches, each of size of order $1/|t|$ after rescaling. In floating-point arithmetic this cancellation can cost significant digits as $t$ shrinks. A rounding error $\varepsilon$ in $w^N$ leaves a spurious vacuum amplitude of size $|\varepsilon|/(2|t|)$, and for real $t$ the squared norm contracted branch by branch is $\left((1+t^2)^N-(1-t^2)^N\right)/(2t^2)$, a difference of nearly equal numbers. Single amplitudes do not suffer this loss when the sign is represented exactly, as with $w=-1$ for odd $N$.

## The amplitude in closed form and the parity rule

A product of diagonal matrices is diagonal, and its entries are the products of the entries. If $d_i(a)$ is entry $a$ of the diagonal matrix on site $i$, the ordered product has entries $\prod_i d_i(a)$. The lemma `prod_diagonal` proves this by induction on the number of sites, for all families `d` at once. The step splits off site 0 with `List.ofFn_succ` and `List.prod_cons`, applies the hypothesis to the remaining sites, multiplies the two diagonal matrices with `diagonal_mul_diagonal`, and recombines the scalar product with `Fin.prod_univ_succ`.

For the tensor at hand, entry $a=0$ is $1$ on a site with $s_i=0$ and $t$ on a site with $s_i=1$, so its product is $t^k$. Entry $a=1$ is $w\cdot1$ or $w\cdot(-t)$, so its product is $w^N(-t)^k$. The trace adds the two:
$$\psi_t(s)=t^k+w^N(-t)^k=t^k\left(1+(-1)^kw^N\right).$$
The counting is `prod_bits`: a factor $x$ for each one and a factor $1$ for each zero multiply to $x^k$, by splitting the product with `Finset.prod_ite`. In `mpsAmp_wTensor` the step `hA` writes both matrices as a single diagonal matrix with the factor $w$ pulled out of the second entry. Then `prod_diagonal`, `trace_diagonal` and `Fin.sum_univ_two` give the two-term trace, `Finset.prod_mul_distrib` separates $w^N$ from the bit-dependent factor, `prod_bits` is used with $x=t$ and $x=-t$, and `neg_pow t` turns $(-t)^k$ into $(-1)^kt^k$.

Setting $w^N=-1$ makes the bracket $1-(-1)^k$, which is $2$ for odd $k$ and $0$ for even $k$. So $\psi_t(s)=2t^k$ for odd $k$ and $\psi_t(s)=0$ for even $k$, for every complex $t$. This is `mpsAmp_parity`, whose two branches evaluate $(-1)^k$ for each parity.

## The error bound and convergence

Let $w^N=-1$ and $0<|t|\le1$, and write $k=2m$ or $k=2m+1$ with $m\ge0$ an integer. For $k=2m$ both $R_t(s)$ and $W(s)$ vanish. For $k=2m+1$,
$$R_t(s)=\frac{2t^{2m+1}}{2t}=t^{2m}.$$
If $m=0$ this equals $1=W(s)$ and the error is zero. If $m\ge1$ then $W(s)=0$ and the error is $|t|^{2m}\le|t|^2$, because $|t|\le1$ and $2m\ge2$. The proof of `rescaled_error` has the same three cases: `Nat.even_or_odd'` supplies $m$, the equation `e` is the cancellation of $2t$, which uses `ht : t ≠ 0`, and `pow_le_pow_of_le_one` is the last inequality.

Since $0\le|R_t(s)-W(s)|\le|t|^2$ for all small nonzero $t$, and $|t|^2\to0$, the error tends to zero. In `rescaled_tendsto_complex`, `h2` is the limit $|t|^2\to0$, obtained from continuity and restricted to the punctured neighbourhood, and `hb` says that $|t|\le1$ holds near $0$. After `tendsto_iff_norm_sub_tendsto_zero` has turned the goal into a statement about the real error, `squeeze_zero'` closes it with `rescaled_error` as the upper bound.

## The vacuum amplitude forces the twist

On the all-zero string $k=0$, and the closed form gives $\psi_t(0\cdots0)=1+w^N$, independent of $t$. Suppose that $R_t$ converges to some vector $\psi$. Then $R_t(0\cdots0)\to\psi(0\cdots0)$, a finite number, while $2t\to0$, so the product $R_t(0\cdots0)\cdot2t$ tends to $0$. For $t\ne0$ this product is the constant $1+w^N$. A constant that tends to zero is zero, and therefore $w^N=-1$.

In `pow_eq_neg_one_of_tendsto`, `h0` extracts the all-zero component from the vector limit by `tendsto_pi_nhds`, `h2` is $2t\to0$, and `h3` multiplies the two limits. In `h4` the product is replaced by the constant on nonzero $t$, using `div_mul_cancel₀` and `mpsAmp_wTensor` at weight zero. Finally `tendsto_nhds_unique` equates the two limits of the constant function, $1+w^N$ and $0$; this step relies on there being nonzero real numbers arbitrarily close to $0$.

## The equivalence, the phase and the closure

The forward direction of `rescaled_tendsto_wState_iff` is the preceding argument with $\psi=W$. For the backward direction, `tendsto_pi_nhds` reduces the vector limit to one limit per string, and `hr` shows that real nonzero $t\to0$ is a special case of complex nonzero $t\to0$, so that `rescaled_tendsto_complex` applies by composition.

For $N\ge1$ one has $N\cdot(i\pi/N)=i\pi$, and so
$$\left(e^{i\pi/N}\right)^N=e^{N\cdot i\pi/N}=e^{i\pi}=-1 .$$
In `phase_witness` these equalities are `Complex.exp_nat_mul`, the equation `e`, which needs $N\ne0$, and `Complex.exp_pi_mul_I`.

With this $w$ the vectors $R_t$ converge to $W$, and each $R_t$ equals $c\,\psi_A$ with $c=(2t)^{-1}$ and $A$ the tensor `wTensor` at that $w$ and $t$. A limit of points of a set lies in the closure of the set. The proof of `wState_mem_closure` applies `mem_closure_of_tendsto` to the limit `h`, offers this $c$ and this $A$ as witnesses, and checks each amplitude with `div_eq_inv_mul`.
